# Electrons and holes with a common excess density obey one ambipolar drift-diffusion equation

Take a point in a semiconductor where the electron density is n = 2, the hole density is p = 1, and both mobilities are 1. A field E pushes the two carriers in opposite directions, but their attraction keeps their excess densities over a uniform background nearly equal, and both are taken to be d. How does this joint excess move? With primes for space derivatives, d_t for the time derivative and diffusivities D_n and D_p, the carriers obey

d_t = D_p d″ − (E d′ + E′)
d_t = D_n d″ + (E d′ + 2E′)

Twice the first equation plus the second is free of E′:

d_t = ((2D_p + D_n)/3) d″ − (1/3) E d′

The excess diffuses with a weighted mean of the diffusivities and drifts the way holes do, at a third of their mobility. For general positive densities and mobilities μ_n, μ_p the result is d_t = D d″ − μ E d′, with

D = (n μ_n D_p + p μ_p D_n)/(n μ_n + p μ_p)
μ = μ_n μ_p (n − p)/(n μ_n + p μ_p)

For one-dimensional, quasi-neutral transport without recombination, with uniform background densities and constant mobilities and diffusivities, this gives a single equation for d once the field E is known.

## One excess density over uniform backgrounds

The densities are n = n₀ + d and p = p₀ + d, with n₀ and p₀ constant. The shared d expresses quasi-neutrality, and it is the step to a real semiconductor that is assumed here: a small charge imbalance sustains E′, and Poisson's equation is not imposed. With different excesses, the weighted sum would fix only a combination of two rates.

In `carrierFlux` the mobility `m` is signed, `μp` for holes and `-μn` for electrons, and `c₀` is the background. The other two definitions are D and μ; a positive μ means drift along E.

```lean
import Mathlib

open Filter Topology

namespace AmbipolarTransport

noncomputable section

/-- Particle flux of a carrier with signed mobility `m`, diffusivity `D` and density `c₀ + d`,
where `c₀` is a uniform background: drift in the field `E` minus diffusion down the gradient. -/
def carrierFlux (m D c₀ : ℝ) (d E : ℝ → ℝ) (x : ℝ) : ℝ :=
  m * (c₀ + d x) * E x - D * deriv d x

/-- Ambipolar diffusivity at electron density `n` and hole density `p`, meaningful for
`n * μn + p * μp ≠ 0`. -/
def ambipolarDiffusivity (μn μp Dn Dp n p : ℝ) : ℝ :=
  (n * μn * Dp + p * μp * Dn) / (n * μn + p * μp)

/-- Ambipolar mobility at electron density `n` and hole density `p`, meaningful for
`n * μn + p * μp ≠ 0`. -/
def ambipolarMobility (μn μp n p : ℝ) : ℝ :=
  μn * μp * (n - p) / (n * μn + p * μp)
```

## Fields smooth enough for the product rule

The fluxes are

J_p = μ_p p E − D_p d′
J_n = −μ_n n E − D_n d′

Since p′ = n′ = d′, the product rule gives

−J_p′ = D_p d″ − μ_p (E d′ + p E′)
−J_n′ = D_n d″ + μ_n (E d′ + n E′)

This needs d, d′ and E to be differentiable at the point. At a kink of d there is no d″, and the equation has no pointwise meaning. The lemma covers both carriers at once, with `d1`, `d2` and `E1` for d′, d″ and E′; its proof combines the derivative rules for products and differences.

```lean
/-- If `d`, `deriv d` and `E` have the derivatives `d1`, `d2` and `E1` at `x`, then the carrier flux
has the derivative `m * (E x * d1 + (c₀ + d x) * E1) - D * d2` there. -/
theorem carrierFlux_hasDerivAt (m D c₀ : ℝ) {d E : ℝ → ℝ} {x d1 d2 E1 : ℝ}
    (hd : HasDerivAt d d1 x) (hd2 : HasDerivAt (deriv d) d2 x) (hE : HasDerivAt E E1 x) :
    HasDerivAt (carrierFlux m D c₀ d E)
      (m * (E x * d1 + (c₀ + d x) * E1) - D * d2) x := by
  have h := (((hd.const_add c₀).const_mul m).fun_mul hE).fun_sub (hd2.const_mul D)
  have h' : HasDerivAt (carrierFlux m D c₀ d E)
      (m * d1 * E x + m * (c₀ + d x) * E1 - D * d2) x := h
  exact h'.congr_deriv (by ring)
```

## A nonzero total conductivity

The sum S = n μ_n + p μ_p is the conductivity per unit charge. Weighting the hole equation by n μ_n and the electron equation by p μ_p cancels E′:

S d_t = (n μ_n D_p + p μ_p D_n) d″ − μ_n μ_p (n − p) E d′

Subtracting the electron equation from the hole equation gives the field gradient:

E′ = ((D_p − D_n) d″ − (μ_n + μ_p) E d′)/S

Both results require division by S. If n = p = 0, E′ drops out of the carrier equations and they cannot determine it.

The weights are easily swapped. Weighting each equation by its own carrier's conductivity leaves (n²μ_n² − p²μ_p²) E′, which is 3E′ in the opening example.

The theorem is an equivalence for real numbers, with `r` for the rate d_t. Its forward half is the calculation above, carried out by `linear_combination` with the same weights. Conversely, the formula for E′ makes the two right-hand sides equal, and the ambipolar equation says that their weighted mean is `r`, so each equals `r`.

```lean
/-- Elimination of the field gradient `E1`: if `n * μn + p * μp` is nonzero, the hole and electron
equations for the rate `r` hold together exactly when the ambipolar equation holds and `E1` has
the stated value. Here `d1` and `d2` are the first and second space derivatives of the excess
density. -/
theorem ambipolar_elimination (μn μp Dn Dp n p r E d1 d2 E1 : ℝ)
    (hS : n * μn + p * μp ≠ 0) :
    (r = Dp * d2 - μp * (E * d1 + p * E1) ∧ r = Dn * d2 + μn * (E * d1 + n * E1)) ↔
    (r = ambipolarDiffusivity μn μp Dn Dp n p * d2 - ambipolarMobility μn μp n p * E * d1 ∧
      E1 = ((Dp - Dn) * d2 - (μn + μp) * E * d1) / (n * μn + p * μp)) := by
  have hD : ambipolarDiffusivity μn μp Dn Dp n p * (n * μn + p * μp)
      = n * μn * Dp + p * μp * Dn := div_mul_cancel₀ _ hS
  have hM : ambipolarMobility μn μp n p * (n * μn + p * μp)
      = μn * μp * (n - p) := div_mul_cancel₀ _ hS
  rw [eq_div_iff hS]
  constructor
  · rintro ⟨h1, h2⟩
    refine ⟨mul_right_cancel₀ hS ?_, ?_⟩
    · -- the weights n μn and p μp make the field gradient cancel
      linear_combination n * μn * h1 + p * μp * h2 - d2 * hD + E * d1 * hM
    · linear_combination h1 - h2
  · rintro ⟨h1, h2⟩
    refine ⟨mul_right_cancel₀ hS ?_, mul_right_cancel₀ hS ?_⟩
    · linear_combination (n * μn + p * μp) * h1 + d2 * hD - E * d1 * hM + μp * p * h2
    · linear_combination (n * μn + p * μp) * h1 + d2 * hD - E * d1 * hM - μn * n * h2
```

## Two continuity equations at one point

The hypotheses `holes` and `electrons` say that each density changes in time only through the gradient of its flux, so no carriers are created or lost. Recombination of pairs at a rate R would add −R to each equation, and the same elimination would then add −R to the result.

In Lean, `d t x` takes time first, and everything is stated at one point (t, x), with D and μ evaluated at the densities there. E can't be chosen freely: by the elimination above, the two continuity equations together fix its gradient at the point. `Dn` and `Dp` are arbitrary real numbers. The proof inserts the flux gradients, removes the constant backgrounds, and uses uniqueness of the derivative to equate the two rates of d. The elimination then gives the equation.

```lean
/-- **Ambipolar transport equation.** Let electrons and holes carry the same excess density `d`
over uniform backgrounds and each obey its drift-diffusion continuity equation at a point where
the fields are smooth enough and both densities and mobilities are positive. Then `d` drifts and
diffuses there with the ambipolar coefficients at the local densities. -/
theorem ambipolar_equation {μn μp Dn Dp n₀ p₀ t x : ℝ} {d E : ℝ → ℝ → ℝ}
    (hμn : 0 < μn) (hμp : 0 < μp) (hn : 0 < n₀ + d t x) (hp : 0 < p₀ + d t x)
    (hd : DifferentiableAt ℝ (d t) x) (hd2 : DifferentiableAt ℝ (deriv (d t)) x)
    (hE : DifferentiableAt ℝ (E t) x)
    (holes : HasDerivAt (fun s => p₀ + d s x)
      (-deriv (carrierFlux μp Dp p₀ (d t) (E t)) x) t)
    (electrons : HasDerivAt (fun s => n₀ + d s x)
      (-deriv (carrierFlux (-μn) Dn n₀ (d t) (E t)) x) t) :
    HasDerivAt (fun s => d s x)
      (ambipolarDiffusivity μn μp Dn Dp (n₀ + d t x) (p₀ + d t x) * deriv (deriv (d t)) x
        - ambipolarMobility μn μp (n₀ + d t x) (p₀ + d t x) * E t x * deriv (d t) x) t := by
  have hS : (n₀ + d t x) * μn + (p₀ + d t x) * μp ≠ 0 := by positivity
  -- insert the flux gradients into the continuity equations
  rw [(carrierFlux_hasDerivAt μp Dp p₀ hd.hasDerivAt hd2.hasDerivAt hE.hasDerivAt).deriv]
    at holes
  rw [(carrierFlux_hasDerivAt (-μn) Dn n₀ hd.hasDerivAt hd2.hasDerivAt hE.hasDerivAt).deriv]
    at electrons
  have h1 := holes.sub_const p₀
  have h2 := electrons.sub_const n₀
  simp only [add_sub_cancel_left] at h1 h2
  -- both equations give the rate of the same excess density
  have hrate := h1.unique h2
  have key := (ambipolar_elimination μn μp Dn Dp (n₀ + d t x) (p₀ + d t x)
    (-(μp * (E t x * deriv (d t) x + (p₀ + d t x) * deriv (E t) x)
      - Dp * deriv (deriv (d t)) x))
    (E t x) (deriv (d t) x) (deriv (deriv (d t)) x) (deriv (E t) x) hS).mp
    ⟨by ring, by linear_combination hrate⟩
  exact h1.congr_deriv key.1
```

## Nonnegative weights in the mean

Positive densities and mobilities make D a mean of D_p and D_n with weights n μ_n/S and p μ_p/S, so it lies between them. A negative p, which is physically impossible, would spoil this: for n = 2, p = −1, unit mobilities, D_p = 1 and D_n = 0, the formula gives D = 2. The proof multiplies by S and bounds each term.

```lean
/-- For positive densities and mobilities the ambipolar diffusivity lies between the electron and
hole diffusivities. -/
theorem ambipolarDiffusivity_between {μn μp n p : ℝ} (Dn Dp : ℝ)
    (hμn : 0 < μn) (hμp : 0 < μp) (hn : 0 < n) (hp : 0 < p) :
    min Dn Dp ≤ ambipolarDiffusivity μn μp Dn Dp n p ∧
      ambipolarDiffusivity μn μp Dn Dp n p ≤ max Dn Dp := by
  have ha : 0 < n * μn := mul_pos hn hμn
  have hb : 0 < p * μp := mul_pos hp hμp
  unfold ambipolarDiffusivity
  constructor
  · rw [le_div_iff₀ (add_pos ha hb)]
    linarith [mul_le_mul_of_nonneg_left (min_le_right Dn Dp) ha.le,
      mul_le_mul_of_nonneg_left (min_le_left Dn Dp) hb.le]
  · rw [div_le_iff₀ (add_pos ha hb)]
    linarith [mul_le_mul_of_nonneg_left (le_max_right Dn Dp) ha.le,
      mul_le_mul_of_nonneg_left (le_max_left Dn Dp) hb.le]
```

## Einstein relations with one temperature

For non-degenerate carriers near thermal equilibrium, D_n = T μ_n and D_p = T μ_p, where T stands for the thermal voltage k_B T/e of the textbooks. Then

D = T μ_n μ_p (n + p)/S
n/D_p + p/D_n = S/(T μ_n μ_p)

and therefore D = (n + p)/(n/D_p + p/D_n). The proof clears the same fractions. If the ratios D_n/μ_n and D_p/μ_p differ, the formula can fail: n = p = μ_n = μ_p = 1, D_n = 1 and D_p = 3 give D = 2, but the formula gives 3/2.

```lean
/-- With the Einstein relations `Dn = T μn` and `Dp = T μp`, and positive thermal voltage `T`,
densities and mobilities, the ambipolar diffusivity is `(n + p) / (n / Dp + p / Dn)`. -/
theorem ambipolarDiffusivity_einstein {T μn μp n p : ℝ} (hT : 0 < T)
    (hμn : 0 < μn) (hμp : 0 < μp) (hn : 0 < n) (hp : 0 < p) :
    ambipolarDiffusivity μn μp (T * μn) (T * μp) n p
      = (n + p) / (n / (T * μp) + p / (T * μn)) := by
  have hS : n * μn + p * μp ≠ 0 := by positivity
  have hX : n * (T * μn) + T * μp * p ≠ 0 := by positivity
  unfold ambipolarDiffusivity
  rw [div_add_div _ _ (mul_pos hT hμp).ne' (mul_pos hT hμn).ne', div_div_eq_mul_div,
    div_eq_div_iff hS hX]
  ring
```

## Mobile carriers and the direction of drift

Since μ is the factor μ_n μ_p/S times n − p, and the factor is positive, μ has the sign of n − p; at n = p the drift vanishes. The proof uses the same factorisation. With μ_n = 0 the factor is zero, and μ = 0 even when n ≠ p.

```lean
/-- For positive densities and mobilities the ambipolar mobility has the sign of `n - p`. -/
theorem ambipolarMobility_sign {μn μp n p : ℝ}
    (hμn : 0 < μn) (hμp : 0 < μp) (hn : 0 < n) (hp : 0 < p) :
    SignType.sign (ambipolarMobility μn μp n p) = SignType.sign (n - p) := by
  have hc : 0 < μn * μp / (n * μn + p * μp) := by positivity
  have h : ambipolarMobility μn μp n p = μn * μp / (n * μn + p * μp) * (n - p) := by
    unfold ambipolarMobility
    ring
  rw [h, sign_mul, sign_pos hc, one_mul]
```

## Electrons that still conduct as the holes vanish

Hold n and μ_n fixed and positive, and let p tend to 0 from above. Setting p = 0 gives

μ = n μ_n μ_p/(n μ_n) = μ_p
D = n μ_n D_p/(n μ_n) = D_p

so the minority carrier sets the transport. The proof evaluates both coefficients at p = 0 and uses continuity there, which holds because n μ_n ≠ 0. If n = 0 instead, with positive mobilities, μ = −μ_n for every p > 0, and the limit is not μ_p.

```lean
/-- As the hole density vanishes at fixed positive electron density and electron mobility, the
ambipolar mobility and diffusivity tend to those of the holes. -/
theorem minority_hole_limit {μn n : ℝ} (μp Dn Dp : ℝ) (hμn : 0 < μn) (hn : 0 < n) :
    Tendsto (fun p => ambipolarMobility μn μp n p) (𝓝[>] 0) (𝓝 μp) ∧
      Tendsto (fun p => ambipolarDiffusivity μn μp Dn Dp n p) (𝓝[>] 0) (𝓝 Dp) := by
  have hne : n * μn + 0 * μp ≠ 0 := by
    rw [zero_mul, add_zero]
    exact (mul_pos hn hμn).ne'
  -- both coefficients are continuous at p = 0, where they take the hole values
  have vM : ambipolarMobility μn μp n 0 = μp := by
    unfold ambipolarMobility
    rw [div_eq_iff hne]
    ring
  have vD : ambipolarDiffusivity μn μp Dn Dp n 0 = Dp := by
    unfold ambipolarDiffusivity
    rw [div_eq_iff hne]
    ring
  have cM : Tendsto (fun p => ambipolarMobility μn μp n p) (𝓝 0)
      (𝓝 (ambipolarMobility μn μp n 0)) :=
    ContinuousAt.div (by fun_prop) (by fun_prop) hne
  have cD : Tendsto (fun p => ambipolarDiffusivity μn μp Dn Dp n p) (𝓝 0)
      (𝓝 (ambipolarDiffusivity μn μp Dn Dp n 0)) :=
    ContinuousAt.div (by fun_prop) (by fun_prop) hne
  rw [vM] at cM
  rw [vD] at cD
  exact ⟨cM.mono_left nhdsWithin_le_nhds, cD.mono_left nhdsWithin_le_nhds⟩

end

end AmbipolarTransport
```

```lean
#print axioms AmbipolarTransport.ambipolar_equation
-- 'AmbipolarTransport.ambipolar_equation' depends on axioms: [propext, Classical.choice, Quot.sound]
#print axioms AmbipolarTransport.ambipolarDiffusivity_einstein
-- 'AmbipolarTransport.ambipolarDiffusivity_einstein' depends on axioms: [propext, Classical.choice, Quot.sound]
#print axioms AmbipolarTransport.ambipolarMobility_sign
-- 'AmbipolarTransport.ambipolarMobility_sign' depends on axioms: [propext, Classical.choice, Quot.sound]
#print axioms AmbipolarTransport.minority_hole_limit
-- 'AmbipolarTransport.minority_hole_limit' depends on axioms: [propext, Classical.choice, Quot.sound]
```
